# A solution of the one-body singles equation divides the orbital energies between two dressed blocks

Let $F$ be a one-body operator with occupied and virtual blocks $F_{oo}$, $F_{ov}$, $F_{vo}$, $F_{vv}$, and let $t$ be a matrix of singles amplitudes. If

$$R(t)=F_{vo}+F_{vv}t-tF_{oo}-tF_{ov}t=0,$$

then the characteristic polynomial $\chi_F(x)=\det(x1-F)$ factorises as

$$\chi_F=\chi_A\,\chi_D,\qquad A=F_{oo}+F_{ov}t,\qquad D=F_{vv}-tF_{ov}.$$

The eigenvalues of the dressed blocks $A$ and $D$ together are therefore exactly those of $F$, with their algebraic multiplicities.

## Mixing virtual orbitals into occupied ones

The amplitude $t_{ai}$ adds virtual orbital $a$ to occupied orbital $i$. In the block basis this is the matrix

$$T(t)=\begin{pmatrix}1&0\\t&1\end{pmatrix},\qquad T(t)T(-t)=1.$$

For non-interacting electrons in a fixed one-body operator, $R(t)=0$ is the coupled-cluster singles equation. It says that the modified occupied orbitals span a space that $F$ maps into itself: $F$ acting on the columns $\binom{1}{t}$ gives $\binom{1}{t}A$. In this one-body setting, comparing the spectra of $A$ and $D$ with that of $F$ is a necessary test for a singles code: a mismatch shows a nonzero residual, but a match does not by itself prove $R=0$.

## Transforming the operator

First multiply from the right:

$$F\,T(t)=\begin{pmatrix}F_{oo}+F_{ov}t&F_{ov}\\F_{vo}+F_{vv}t&F_{vv}\end{pmatrix}.$$

Multiplying by $T(-t)$ from the left subtracts $t$ times the upper row from the lower row:

$$G=T(-t)\,F\,T(t)=\begin{pmatrix}A&F_{ov}\\R&D\end{pmatrix}.$$

The lower left block is $F_{vo}+F_{vv}t-t(F_{oo}+F_{ov}t)=R$.

The characteristic polynomial of a product of two square matrices does not depend on their order, so $\chi_G=\chi_{T(t)T(-t)F}=\chi_F$. If $R=0$, then $G$ is block triangular and $\det(x1-G)=\det(x1-A)\det(x1-D)$, which is the factorisation.

## What the traces can detect

The first moment splits for every $t$, because $\operatorname{tr}(F_{ov}t)=\operatorname{tr}(tF_{ov})$:

$$\operatorname{tr}A+\operatorname{tr}D=\operatorname{tr}F_{oo}+\operatorname{tr}F_{vv}=\operatorname{tr}F.$$

It is an easy slip to read this sum rule as a consequence of the amplitude equation, or to use it as a convergence test. Wrong amplitudes pass it as well as right ones.

The second moment does contain the residual. Since $G^2=T(-t)F^2T(t)$ has the same trace as $F^2$, adding the traces of the diagonal blocks $A^2+F_{ov}R$ and $RF_{ov}+D^2$ gives

$$\operatorname{tr}F^2=\operatorname{tr}A^2+\operatorname{tr}D^2+2\operatorname{tr}(F_{ov}R).$$

A nonzero defect reveals a nonzero residual, but a zero defect does not show that $R=0$, since the trace can vanish by cancellation.

## One occupied and one virtual level

For $F=\begin{pmatrix}a&b\\c&d\end{pmatrix}$ and a single amplitude $t$, write $r=c+dt-ta-tbt$. Both $\chi_F$ and $(x-a-bt)(x-d+tb)$ have the linear coefficient $-(a+d)$. Their constant terms are $ad-bc$ and $(a+bt)(d-tb)=ad-abt+bdt-b^2t^2$, so

$$\chi_F(x)=(x-a-bt)(x-d+tb)-br.$$

If $b\neq0$, the factorisation holds exactly when $r=0$. If $b=0$, it holds for every $t$ and says nothing about the amplitude.

## Which solution, and which energies

Take two occupied orbitals with diagonal elements 0 and no coupling between them, one virtual orbital with diagonal element 1, and all occupied-virtual couplings equal to 1. The amplitudes $t=(1,1)$ solve the equation. Here $A$ has eigenvalues 0 and 2, and $D=-1$, so the occupied block does not hold the lowest levels. The solution $t=(-\tfrac12,-\tfrac12)$ gives 0 and $-1$ for $A$ and 2 for $D$. The equation separates the spectrum, but the chosen solution decides how.

## Reading the Lean statements

The finite types `o` and `v` label occupied and virtual orbitals, and `fromBlocks Foo Fov Fvo Fvv` is $F$ on `o ⊕ v`. The amplitudes have type `Matrix v o K`, with virtual rows and occupied columns. `dressedOcc` is $A$, `dressedVirt` is $D$, and `singlesResidual` is $R$. The entries lie in an arbitrary field `K`, and $F$ need not be symmetric. If the entries are the integrals $\langle p|F|q\rangle$ over an orthonormal basis, the eigenvalues of the matrix are the orbital energies.

The hypothesis `ht` is the amplitude equation. It is assumed. For a Hermitian $F$ over the complex numbers a solution always exists, because one can select as many eigenvectors as there are occupied orbitals so that their occupied components form an invertible matrix. For a general matrix a solution need not exist: in the non-Hermitian case $a=b=d=0$ and $c=1$ the two-level residual is 1 for every $t$. In `orbital_energies_split`, `roots` is a multiset and `+` adds multiplicities. It contains only roots in `K`; over the complex numbers these are all the eigenvalues.

The matrix $F$ is fixed, so a Fock matrix that changes with the orbitals is covered only at one given set of orbitals. Two-electron interactions and double excitations are absent.

```lean
import Mathlib

open Matrix Polynomial

namespace DressedSinglesBlocks

variable {K o v : Type*} [Field K] [Fintype o] [Fintype v] [DecidableEq o] [DecidableEq v]

/-- The residual of the singles amplitude equation for a one-body operator given by its
occupied and virtual blocks. -/
def singlesResidual (Foo : Matrix o o K) (Fov : Matrix o v K) (Fvo : Matrix v o K)
    (Fvv : Matrix v v K) (t : Matrix v o K) : Matrix v o K :=
  Fvo + Fvv * t - t * Foo - t * Fov * t

/-- The occupied block dressed by the singles amplitudes. -/
def dressedOcc (Foo : Matrix o o K) (Fov : Matrix o v K) (t : Matrix v o K) : Matrix o o K :=
  Foo + Fov * t

/-- The virtual block dressed by the singles amplitudes. -/
def dressedVirt (Fov : Matrix o v K) (Fvv : Matrix v v K) (t : Matrix v o K) : Matrix v v K :=
  Fvv - t * Fov

/-- The singles transformation, which adds to each occupied orbital its virtual admixture `t`. -/
def singlesTransform (t : Matrix v o K) : Matrix (o ⊕ v) (o ⊕ v) K :=
  fromBlocks 1 0 t 1

/-- The singles transformation with amplitudes `-t` undoes the one with amplitudes `t`. -/
theorem singlesTransform_mul_neg (t : Matrix v o K) :
    singlesTransform t * singlesTransform (-t) = 1 := by
  simp [singlesTransform, fromBlocks_multiply, fromBlocks_one]

/-- The similarity-transformed one-body operator has the dressed blocks on its diagonal and
the singles residual as its virtual-occupied block. -/
theorem similarity_transformed (Foo : Matrix o o K) (Fov : Matrix o v K)
    (Fvo : Matrix v o K) (Fvv : Matrix v v K) (t : Matrix v o K) :
    singlesTransform (-t) * fromBlocks Foo Fov Fvo Fvv * singlesTransform t =
      fromBlocks (dressedOcc Foo Fov t) Fov
        (singlesResidual Foo Fov Fvo Fvv t) (dressedVirt Fov Fvv t) := by
  simp only [singlesTransform, dressedOcc, dressedVirt, singlesResidual, fromBlocks_multiply]
  rw [Matrix.fromBlocks_inj]
  refine ⟨?_, ?_, ?_, ?_⟩ <;>
    simp only [Matrix.one_mul, Matrix.mul_one, Matrix.zero_mul, Matrix.mul_zero,
      Matrix.neg_mul, Matrix.add_mul, add_zero, zero_add] <;>
    try abel

/-- If the amplitudes solve the singles equation, the characteristic polynomial of the full
one-body operator is the product of those of the dressed occupied and virtual blocks. -/
theorem charpoly_eq_dressed_mul (Foo : Matrix o o K) (Fov : Matrix o v K)
    (Fvo : Matrix v o K) (Fvv : Matrix v v K) (t : Matrix v o K)
    (ht : singlesResidual Foo Fov Fvo Fvv t = 0) :
    (fromBlocks Foo Fov Fvo Fvv).charpoly =
      (dressedOcc Foo Fov t).charpoly * (dressedVirt Fov Fvv t).charpoly := by
  -- the similarity transformation leaves the characteristic polynomial unchanged
  have h : (singlesTransform (-t) * fromBlocks Foo Fov Fvo Fvv * singlesTransform t).charpoly
      = (fromBlocks Foo Fov Fvo Fvv).charpoly := by
    rw [Matrix.charpoly_mul_comm, ← Matrix.mul_assoc, singlesTransform_mul_neg, Matrix.one_mul]
  -- the transformed operator is block triangular
  rw [← h, similarity_transformed, ht, Matrix.charpoly_fromBlocks_zero₂₁]

/-- If the amplitudes solve the singles equation, the orbital energies lying in the field,
counted with algebraic multiplicity, are those of the dressed occupied block together with
those of the dressed virtual block. -/
theorem orbital_energies_split (Foo : Matrix o o K) (Fov : Matrix o v K)
    (Fvo : Matrix v o K) (Fvv : Matrix v v K) (t : Matrix v o K)
    (ht : singlesResidual Foo Fov Fvo Fvv t = 0) :
    (fromBlocks Foo Fov Fvo Fvv).charpoly.roots =
      (dressedOcc Foo Fov t).charpoly.roots + (dressedVirt Fov Fvv t).charpoly.roots := by
  rw [charpoly_eq_dressed_mul Foo Fov Fvo Fvv t ht]
  exact Polynomial.roots_mul
    (mul_ne_zero (Matrix.charpoly_monic _).ne_zero (Matrix.charpoly_monic _).ne_zero)

omit [DecidableEq o] [DecidableEq v] in
/-- The trace of a block operator is the sum of the traces of its occupied and virtual
diagonal blocks. -/
theorem trace_blocks (A : Matrix o o K) (B : Matrix o v K) (R : Matrix v o K)
    (D : Matrix v v K) : (fromBlocks A B R D).trace = A.trace + D.trace := by
  simp [Matrix.trace, Fintype.sum_sum_type]

omit [DecidableEq o] [DecidableEq v] in
/-- For arbitrary amplitudes, the trace of the one-body operator is the sum of the traces of
the dressed blocks. -/
theorem trace_eq_dressed_add (Foo : Matrix o o K) (Fov : Matrix o v K)
    (Fvo : Matrix v o K) (Fvv : Matrix v v K) (t : Matrix v o K) :
    (fromBlocks Foo Fov Fvo Fvv).trace =
      (dressedOcc Foo Fov t).trace + (dressedVirt Fov Fvv t).trace := by
  rw [trace_blocks, dressedOcc, dressedVirt, Matrix.trace_add, Matrix.trace_sub,
    Matrix.trace_mul_comm t Fov]
  ring

/-- For arbitrary amplitudes, the trace of the squared one-body operator differs from the sum
over the dressed blocks by twice the trace of the coupling block times the singles residual. -/
theorem second_moment_defect (Foo : Matrix o o K) (Fov : Matrix o v K)
    (Fvo : Matrix v o K) (Fvv : Matrix v v K) (t : Matrix v o K) :
    (fromBlocks Foo Fov Fvo Fvv * fromBlocks Foo Fov Fvo Fvv).trace =
      (dressedOcc Foo Fov t * dressedOcc Foo Fov t).trace
        + (dressedVirt Fov Fvv t * dressedVirt Fov Fvv t).trace
        + 2 * (Fov * singlesResidual Foo Fov Fvo Fvv t).trace := by
  -- squaring commutes with the similarity transformation, which preserves the trace
  have h : ∀ F S T : Matrix (o ⊕ v) (o ⊕ v) K, T * S = 1 →
      (F * F).trace = ((S * F * T) * (S * F * T)).trace := by
    intro F S T hTS
    have h1 : (S * F * T) * (S * F * T) = S * (F * F) * T := by
      calc (S * F * T) * (S * F * T) = S * F * (T * S) * F * T := by noncomm_ring
        _ = S * (F * F) * T := by rw [hTS]; noncomm_ring
    rw [h1, Matrix.trace_mul_comm (S * (F * F)) T, ← Matrix.mul_assoc T S (F * F), hTS,
      Matrix.one_mul]
  rw [h _ _ _ (singlesTransform_mul_neg t), similarity_transformed, fromBlocks_multiply,
    trace_blocks, Matrix.trace_add, Matrix.trace_add,
    Matrix.trace_mul_comm (singlesResidual Foo Fov Fvo Fvv t) Fov]
  ring

/-- For one occupied and one virtual orbital with nonzero occupied-virtual coupling `b`, the
characteristic polynomial factorises into the dressed levels exactly when the amplitude solves
the singles equation. -/
theorem two_level_factorisation_iff (a b c d t : K) (hb : b ≠ 0) :
    (!![a, b; c, d] : Matrix (Fin 2) (Fin 2) K).charpoly =
        (X - C (a + b * t)) * (X - C (d - t * b)) ↔
      c + d * t - t * a - t * b * t = 0 := by
  -- the factorisation fails by the coupling times the residual
  have key : (!![a, b; c, d] : Matrix (Fin 2) (Fin 2) K).charpoly =
      (X - C (a + b * t)) * (X - C (d - t * b))
        - C (b * (c + d * t - t * a - t * b * t)) := by
    simp only [Matrix.charpoly_fin_two, Matrix.trace_fin_two_of, Matrix.det_fin_two_of,
      map_add, map_sub, map_mul]
    ring
  rw [key, sub_eq_self, Polynomial.C_eq_zero, mul_eq_zero]
  exact or_iff_right hb

/-- For two occupied orbitals at energy 0 and one virtual orbital at energy 1, with no coupling
between the occupied orbitals and all occupied-virtual couplings equal to 1, the amplitudes `(1, 1)`
solve the singles equation. -/
theorem singlesResidual_witness :
    singlesResidual (0 : Matrix (Fin 2) (Fin 2) ℚ) !![1; 1] !![1, 1] !![1] !![1, 1] = 0 := by
  ext i j
  fin_cases i
  fin_cases j <;>
    norm_num [singlesResidual, Matrix.mul_apply, Fin.sum_univ_succ]

end DressedSinglesBlocks
```

```lean
#print axioms DressedSinglesBlocks.orbital_energies_split
#print axioms DressedSinglesBlocks.trace_eq_dressed_add
#print axioms DressedSinglesBlocks.second_moment_defect
#print axioms DressedSinglesBlocks.two_level_factorisation_iff
```

```
'DressedSinglesBlocks.orbital_energies_split' depends on axioms: [propext, Classical.choice, Quot.sound]
'DressedSinglesBlocks.trace_eq_dressed_add' depends on axioms: [propext, Classical.choice, Quot.sound]
'DressedSinglesBlocks.second_moment_defect' depends on axioms: [propext, Classical.choice, Quot.sound]
'DressedSinglesBlocks.two_level_factorisation_iff' depends on axioms: [propext, Classical.choice, Quot.sound]
```

## How the proof follows the algebra

`singlesTransform_mul_neg` proves $T(t)T(-t)=1$ by block multiplication. `similarity_transformed` computes $G$: `Matrix.fromBlocks_inj` reduces the matrix equation to four block equations, which `simp only` and `abel` settle by expanding products and reordering sums.

In `charpoly_eq_dressed_mul`, the step `h` uses `Matrix.charpoly_mul_comm` to bring $T(t)$ next to $T(-t)$, where they cancel. Rewriting with `ht` puts zero in the lower left block, and `Matrix.charpoly_fromBlocks_zero₂₁` supplies the product. `orbital_energies_split` then takes roots; `Polynomial.roots_mul` needs a nonzero product, which follows because characteristic polynomials are monic.

`trace_blocks` adds the diagonal-block traces, and `trace_eq_dressed_add` cancels the two amplitude terms by cyclicity, with no use of `ht`. In `second_moment_defect`, the auxiliary statement `h` shows that a similarity transformation preserves the trace of the square. Block multiplication and one more cyclic exchange produce the factor 2.

For two levels, `key` is the displayed identity with the defect $br$. The remaining rewrites turn the factorisation into $br=0$, and `hb` leaves $r=0$. Finally, `singlesResidual_witness` checks both entries of the residual for $t=(1,1)$ in the three-orbital example.
